# The gradient error of an approximate Z-vector is linear in its residual

In a gradient calculation for an MP2 or truncated CI energy, the iterative solver for the Z-vector equation has to be stopped at some residual norm. The problems below find what that choice does to the gradient, for a fixed linear equation with a real, symmetric, positive definite orbital Hessian and exact arithmetic.

## The equation, its residual and its quadratic functional

The rotations between occupied and virtual orbitals are vectors in a real inner product space $E$, and the orbital Hessian is a linear map $A$ on it. Rotations among the occupied orbitals or among the virtual ones leave the Hartree–Fock reference energy unchanged and are not part of $E$. The Z-vector $z$ solves $Az=b$, where $b$ is the derivative of the correlated energy with respect to orbital rotations. A perturbation such as a nuclear displacement enters through a vector $w$, the right-hand side of its orbital response equation $Au=w$. The contribution of this response to the gradient is $\langle w,z\rangle$, with signs and prefactors absorbed into the vectors. The Z-vector method needs one $z$ for all perturbations and never computes the responses $u$, but $u$ is useful for analysing errors.

```lean
import Mathlib

open scoped InnerProductSpace

namespace ZVectorGradient

noncomputable section

variable {E : Type*} [NormedAddCommGroup E] [InnerProductSpace ℝ E]
```

In Lean, `E` is this space and `inner ℝ x y` is $\langle x,y\rangle$. The dimension is left open until part (g).

The Hessian is stable with constant $\mu>0$ if $\langle x,Ax\rangle\ge\mu\|x\|^2$ for every $x$. Physically, the reference energy curves upwards along every orbital rotation, by at least an amount set by $\mu$. This is assumed of the reference state, not derived from a Hamiltonian. A reference close to an orbital instability has only a small $\mu$ available.

```lean
/-- The orbital Hessian `A` is stable with constant `μ > 0`: its quadratic form is at least
`μ` times the squared length of the orbital rotation. -/
def IsStable (A : E →ₗ[ℝ] E) (μ : ℝ) : Prop :=
  0 < μ ∧ ∀ x, μ * ‖x‖ ^ 2 ≤ inner ℝ x (A x)
```

A solver holds a trial vector $y$ and can compute its residual $r=b-Ay$.

```lean
/-- The residual `b - A y` of a trial vector `y` in the Z-vector equation `A z = b`. -/
def residual (A : E →ₗ[ℝ] E) (b y : E) : E := b - A y
```

It can also monitor the quadratic functional $F(x)=\langle x,Ax\rangle-2\langle b,x\rangle$, which is stationary at the solution when $A$ is symmetric. $F$ belongs to the linear equation and is not the electronic energy.

```lean
/-- The quadratic functional `F(x) = ⟨x, A x⟩ - 2 ⟨b, x⟩` of the Z-vector equation. -/
def functional (A : E →ₗ[ℝ] E) (b x : E) : ℝ := inner ℝ x (A x) - 2 * inner ℝ b x
```

Symmetry, `A.IsSymmetric`, means $\langle Ax,y\rangle=\langle x,Ay\rangle$ for all $x,y$. It is a separate hypothesis, stated wherever it is used. The solutions $z$ and $u$ enter through the hypotheses `hz : A z = b` and `hu : A u = w`.

## (a) What the residual measures

The error $z-y$ is unknown during the iteration, while $r$ is known. Show that they are related by
$$r=A(z-y).$$

**Solution.** Replace $b$ by $Az$ and use linearity: $r=b-Ay=Az-Ay=A(z-y)$.

```lean
/-- The residual is the Hessian applied to the error of the trial vector. -/
theorem residual_eq (A : E →ₗ[ℝ] E) {b z : E} (hz : A z = b) (y : E) :
    residual A b y = A (z - y) := by
  rw [residual, map_sub, hz]
```

The rewrite with `map_sub` is the linearity step, and `hz` supplies $Az=b$. Neither symmetry nor stability is needed.

## (b) A stable Hessian cannot shrink a rotation too much

Show that stability with constant $\mu$ implies, for every $x$,
$$\mu\|x\|\le\|Ax\|.$$

**Solution.** Stability and the Cauchy–Schwarz inequality give
$$\mu\|x\|^2\le\langle x,Ax\rangle\le\|x\|\,\|Ax\|.$$
If $x\ne0$, divide by $\|x\|$. If $x=0$, the left side of the claim is zero and the right side is non-negative.

```lean
/-- A stable Hessian stretches every orbital rotation by at least the factor `μ`. -/
theorem IsStable.norm_le {A : E →ₗ[ℝ] E} {μ : ℝ} (h : IsStable A μ) (x : E) :
    μ * ‖x‖ ≤ ‖A x‖ := by
  rcases eq_or_lt_of_le (norm_nonneg x) with h0 | h0
  · rw [← h0, mul_zero]
    exact norm_nonneg _
  · have h1 := h.2 x
    have h2 := real_inner_le_norm x (A x)
    refine le_of_mul_le_mul_left ?_ h0
    calc ‖x‖ * (μ * ‖x‖) = μ * ‖x‖ ^ 2 := by ring
      _ ≤ ‖x‖ * ‖A x‖ := h1.trans h2
```

The `rcases` line separates the two cases. In the second, `real_inner_le_norm` is Cauchy–Schwarz and `le_of_mul_le_mul_left` cancels the positive factor $\|x\|$.

## (c) The gradient error as an overlap

Suppose $A$ is symmetric and $u$ is the orbital response, $Au=w$. Show that using $y$ in place of $z$ produces the gradient error
$$\langle w,z\rangle-\langle w,y\rangle=\langle u,r\rangle.$$

**Solution.** Combine the two terms, insert $w=Au$, move $A$ to the other side by symmetry, and use (a):
$$\langle w,z-y\rangle=\langle Au,z-y\rangle=\langle u,A(z-y)\rangle=\langle u,r\rangle.$$

```lean
/-- The error of the gradient contribution `⟨w, y⟩` is the overlap of the residual with the
solution `u` of the adjoint equation `A u = w`. -/
theorem gradient_error_eq {A : E →ₗ[ℝ] E} (hA : A.IsSymmetric) {b z u w : E}
    (hz : A z = b) (hu : A u = w) (y : E) :
    inner ℝ w z - inner ℝ w y = inner ℝ u (residual A b y) := by
  rw [residual_eq A hz, ← inner_sub_right, ← hu]
  exact hA u (z - y)
```

The rewrites carry out the same substitutions, and the last line, `hA u (z - y)`, is the symmetry of $A$ applied to these two vectors. A residual orthogonal to the response $u$ does no harm to this component of the gradient, whatever its size.

## (d) Correcting the gradient with an approximate response

Let $v$ be any approximation to the response, with residual $s=w-Av$. Add $\langle v,r\rangle$ to the computed gradient. For a symmetric, stable Hessian, show that
$$\bigl|\langle w,z\rangle-\bigl(\langle w,y\rangle+\langle v,r\rangle\bigr)\bigr|\le\frac{\|s\|\,\|r\|}{\mu}.$$

**Solution.** By (a) and symmetry, $\langle v,r\rangle=\langle v,A(z-y)\rangle=\langle Av,z-y\rangle$. The remaining error is therefore
$$\langle w,z-y\rangle-\langle Av,z-y\rangle=\langle s,z-y\rangle.$$
Cauchy–Schwarz bounds its absolute value by $\|s\|\,\|z-y\|$. Applying (b) to $z-y$ gives $\|z-y\|\le\|A(z-y)\|/\mu=\|r\|/\mu$, which completes the bound.

```lean
/-- With an approximate adjoint solution `v`, the corrected gradient `⟨w, y⟩ + ⟨v, r⟩` has an
error bounded by the product of the two residual norms divided by `μ`. -/
theorem corrected_gradient_error_le {A : E →ₗ[ℝ] E} (hA : A.IsSymmetric) {μ : ℝ}
    (h : IsStable A μ) {b z : E} (hz : A z = b) (w v y : E) :
    |inner ℝ w z - (inner ℝ w y + inner ℝ v (residual A b y))|
      ≤ ‖residual A w v‖ * ‖residual A b y‖ / μ := by
  -- the error pairs the adjoint residual with the error of the trial vector
  have e : inner ℝ w z - (inner ℝ w y + inner ℝ v (residual A b y))
      = inner ℝ (residual A w v) (z - y) := by
    have hs : inner ℝ (A v) (z - y) = inner ℝ v (A (z - y)) := hA v (z - y)
    rw [residual_eq A hz, ← hs, residual, inner_sub_left, inner_sub_right w]
    ring
  rw [e, le_div_iff₀ h.1, residual_eq A hz]
  calc |inner ℝ (residual A w v) (z - y)| * μ
      ≤ (‖residual A w v‖ * ‖z - y‖) * μ :=
        mul_le_mul_of_nonneg_right (abs_real_inner_le_norm _ _) h.1.le
    _ = ‖residual A w v‖ * (μ * ‖z - y‖) := by ring
    _ ≤ ‖residual A w v‖ * ‖A (z - y)‖ :=
        mul_le_mul_of_nonneg_left (h.norm_le _) (norm_nonneg _)
```

The intermediate equation `e` is the identity for the remaining error. The `calc` block then applies Cauchy–Schwarz and `h.norm_le`, the inequality of part (b), after `le_div_iff₀` has multiplied the claim through by $\mu$. The exact response $u$ does not appear, and `residual A w v` is $s$.

## (e) A bound from computable norms

Without any correction, and without knowing $u$, show that for a symmetric, stable Hessian
$$|\langle w,z\rangle-\langle w,y\rangle|\le\frac{\|w\|\,\|r\|}{\mu}.$$

**Solution.** Take $v=0$ in (d). The correction $\langle v,r\rangle$ vanishes and $s=w-A0=w$.

```lean
/-- The gradient error is at most `‖w‖ ‖r‖ / μ`, linear in the residual norm. -/
theorem gradient_error_le {A : E →ₗ[ℝ] E} (hA : A.IsSymmetric) {μ : ℝ}
    (h : IsStable A μ) {b z : E} (hz : A z = b) (w y : E) :
    |inner ℝ w z - inner ℝ w y| ≤ ‖w‖ * ‖residual A b y‖ / μ := by
  -- no adjoint correction: take `v = 0`
  have h0 := corrected_gradient_error_le hA h hz w 0 y
  have hw : residual A w 0 = w := by rw [residual, map_zero, sub_zero]
  rwa [hw, inner_zero_left, add_zero] at h0
```

The proof makes this substitution and simplifies the two affected terms. Given a value of $\mu$, the right side can be evaluated without knowing $z$ or $u$. The norm $\|r\|$ is available during the iteration, while $\|w\|$ requires the vector $w$ of the perturbation in question, which a gradient code need not form explicitly.

## (f) A trial vector that attains the bound

Suppose $\mu>0$ and $Aw=\mu w$, and displace the trial vector from the solution along $w$, so that $y=z-tw$ for a real number $t$. Show that the bound becomes an equality:
$$|\langle w,z\rangle-\langle w,z-tw\rangle|=\frac{\|w\|\,\|b-A(z-tw)\|}{\mu}.$$

**Solution.** The left side is $|t|\,\|w\|^2$. By (a) the residual is $A(tw)=t\mu w$, with norm $|t|\mu\|w\|$, so the right side is $\|w\|\cdot|t|\mu\|w\|/\mu=|t|\,\|w\|^2$.

```lean
/-- The linear bound is attained when `w` is an eigenvector of the Hessian with eigenvalue `μ`
and the trial vector is displaced from the solution along `w`. -/
theorem gradient_error_sharp {A : E →ₗ[ℝ] E} {μ : ℝ} (hμ : 0 < μ) {b z w : E}
    (hz : A z = b) (hw : A w = μ • w) (t : ℝ) :
    |inner ℝ w z - inner ℝ w (z - t • w)| = ‖w‖ * ‖residual A b (z - t • w)‖ / μ := by
  have e : inner ℝ w z - inner ℝ w (z - t • w) = t * ‖w‖ ^ 2 := by
    rw [inner_sub_right, inner_smul_right, real_inner_self_eq_norm_sq]
    ring
  rw [e, residual_eq A hz, sub_sub_cancel, map_smul, hw, norm_smul, norm_smul,
    Real.norm_eq_abs, Real.norm_eq_abs, abs_mul, abs_of_pos hμ,
    abs_of_nonneg (sq_nonneg ‖w‖)]
  field_simp
```

Here `e` evaluates the gradient error, the long rewrite evaluates the residual norm, and `field_simp` cancels $\mu$. Stability is not assumed. If $A$ is also stable with this same $\mu$, then a nonzero $w$ is a softest orbital rotation, and perturbing along it is the worst case for (e).

## (g) The residual threshold that guarantees a given accuracy

Let $E$ be finite-dimensional and $A$ symmetric and stable, with $Az=b$ and $Au=w$. Stop the solver once $\|r\|\le\tau$, where $\tau\ge0$. Show that the gradient error is at most $\varepsilon$ for every trial vector passing this test if and only if
$$\tau\|u\|\le\varepsilon.$$

**Solution.** Suppose first that $\tau\|u\|\le\varepsilon$. By (c) and Cauchy–Schwarz the error is at most $\|u\|\,\|r\|\le\tau\|u\|\le\varepsilon$.

Conversely, suppose that the guarantee holds. If $u=0$, test it on $y=z$. The residual and the error are both zero, so $0\le\varepsilon$, as required.

If $u\ne0$, look for a trial vector whose residual points along $u$ and has norm $\tau$. By (b), $Ax=0$ forces $x=0$, so $A$ is injective, and in finite dimension also surjective. Hence some $x$ satisfies $Ax=(\tau/\|u\|)\,u$. The trial vector $y=z-x$ has the residual $r=Ax$, of norm $\tau$, and by (c) its gradient error is
$$\langle u,r\rangle=\frac{\tau}{\|u\|}\,\|u\|^2=\tau\|u\|.$$
The guarantee therefore gives $\tau\|u\|\le\varepsilon$.

```lean
/-- A residual threshold `τ` guarantees the gradient accuracy `ε` for every trial vector
exactly when `τ ‖u‖ ≤ ε`, where `u` solves the adjoint equation `A u = w`. -/
theorem gradient_threshold_iff [FiniteDimensional ℝ E] {A : E →ₗ[ℝ] E}
    (hA : A.IsSymmetric) {μ : ℝ} (h : IsStable A μ) {b z u w : E}
    (hz : A z = b) (hu : A u = w) {τ ε : ℝ} (hτ : 0 ≤ τ) :
    (∀ y, ‖residual A b y‖ ≤ τ → |inner ℝ w z - inner ℝ w y| ≤ ε) ↔ τ * ‖u‖ ≤ ε := by
  constructor
  · intro H
    rcases eq_or_ne u 0 with h0 | h0
    · have h1 := H z (by rw [residual, hz, sub_self, norm_zero]; exact hτ)
      rw [sub_self, abs_zero] at h1
      rwa [h0, norm_zero, mul_zero]
    · -- stability makes every residual accessible, in particular one along `u`
      have inj : Function.Injective A := (injective_iff_map_eq_zero A).2 fun x hx => by
        by_contra hne
        have h1 := h.norm_le x
        rw [hx, norm_zero] at h1
        have h2 := mul_pos h.1 (norm_pos_iff.2 hne)
        linarith
      obtain ⟨x, hx⟩ := LinearMap.injective_iff_surjective.1 inj ((τ / ‖u‖) • u)
      have hn : 0 < ‖u‖ := norm_pos_iff.2 h0
      have hr : residual A b (z - x) = (τ / ‖u‖) • u := by
        rw [residual_eq A hz, sub_sub_cancel, hx]
      have h1 := H (z - x) (le_of_eq (by
        rw [hr, norm_smul, Real.norm_of_nonneg (div_nonneg hτ hn.le),
          div_mul_cancel₀ _ hn.ne']))
      have e : τ / ‖u‖ * ‖u‖ ^ 2 = τ * ‖u‖ := by field_simp
      rw [gradient_error_eq hA hz hu, hr, inner_smul_right, real_inner_self_eq_norm_sq,
        e] at h1
      exact (le_abs_self _).trans h1
  · intro H y hy
    rw [gradient_error_eq hA hz hu]
    calc |inner ℝ u (residual A b y)| ≤ ‖u‖ * ‖residual A b y‖ := abs_real_inner_le_norm _ _
      _ ≤ ‖u‖ * τ := mul_le_mul_of_nonneg_left hy (norm_nonneg _)
      _ = τ * ‖u‖ := mul_comm _ _
      _ ≤ ε := H
```

The first bullet after `constructor` proves the converse direction: `inj` is injectivity, `LinearMap.injective_iff_surjective` is the finite-dimensional step, and `hr` identifies the residual of the worst-case trial vector. The second bullet is the direct estimate. The equivalence concerns all vectors that pass the test; the iterates of a particular solver may do better. Since $u$ is normally not computed, (e) offers a sufficient test instead: $\tau\|w\|\le\mu\varepsilon$.

## (h) First order in the gradient, second order in the functional

Let $A$ be symmetric and displace the solution by $td$, where $d$ is a fixed direction and $t$ a real number. Show that
$$\langle w,z+td\rangle-\langle w,z\rangle=t\langle w,d\rangle,\qquad F(z+td)-F(z)=t^2\langle d,Ad\rangle.$$

**Solution.** The first equation is linearity of the inner product. For the second, expand:
$$F(z+td)-F(z)=t\langle z,Ad\rangle+t\langle d,Az\rangle+t^2\langle d,Ad\rangle-2t\langle b,d\rangle.$$
Symmetry and $Az=b$ make both $\langle z,Ad\rangle$ and $\langle d,Az\rangle$ equal to $\langle b,d\rangle$. The terms linear in $t$ cancel.

```lean
/-- Displacing the Z-vector by `t d` changes the gradient contribution by `t ⟨w, d⟩` and the
quadratic functional by `t² ⟨d, A d⟩`. -/
theorem first_versus_second_order {A : E →ₗ[ℝ] E} (hA : A.IsSymmetric) {b z : E}
    (hz : A z = b) (w d : E) (t : ℝ) :
    inner ℝ w (z + t • d) - inner ℝ w z = t * inner ℝ w d ∧
      functional A b (z + t • d) - functional A b z = t ^ 2 * inner ℝ d (A d) := by
  subst hz
  constructor
  · rw [inner_add_right, inner_smul_right]
    ring
  · have h1 : inner ℝ (A z) d = inner ℝ z (A d) := hA z d
    have h2 : inner ℝ d (A z) = inner ℝ (A z) d := real_inner_comm _ _
    simp only [functional, map_add, map_smul, inner_add_left, inner_add_right,
      real_inner_smul_left, real_inner_smul_right]
    -- the terms linear in `t` cancel by stationarity
    linear_combination (-t) * h1 + t * h2
```

After `subst` has replaced $b$ by $Az$, `h1` is the symmetry of $A$ and `h2` the symmetry of the real inner product. The final `linear_combination` uses them to cancel the linear terms.

By (a) the residual here is $-tAd$, also linear in $t$. When $t$ falls by a factor of ten, so do the residual and the gradient error, while the error in $F$ falls by a hundred. A value of $F$ that has stopped changing to the digits printed can therefore still leave a visible error in the gradient, unless $\langle w,d\rangle$ happens to vanish.

## (i) Two coupled orbital rotations

Take two rotations with components $x_0,x_1$ and the Hessian
$$A=\begin{pmatrix}2&1\\1&2\end{pmatrix}.$$
The numbers are chosen for simplicity and do not describe a particular molecule.

```lean
/-- A model Hessian for two coupled orbital rotations, with matrix rows `(2, 1)` and `(1, 2)`. -/
def modelHessian : EuclideanSpace ℝ (Fin 2) →ₗ[ℝ] EuclideanSpace ℝ (Fin 2) where
  toFun x := !₂[2 * x 0 + x 1, x 0 + 2 * x 1]
  map_add' x y := by
    ext i
    fin_cases i <;> simp <;> ring
  map_smul' c x := by
    ext i
    fin_cases i <;> simp <;> ring
```

Show that this Hessian meets the hypotheses used above, with $\mu=1$:
$$\langle Ax,y\rangle=\langle x,Ay\rangle,\qquad\langle x,Ax\rangle\ge\|x\|^2.$$

**Solution.** Both sides of the first equation equal $2x_0y_0+x_1y_0+x_0y_1+2x_1y_1$. For the second,
$$\langle x,Ax\rangle-\|x\|^2=2x_0^2+2x_0x_1+2x_1^2-x_0^2-x_1^2=(x_0+x_1)^2\ge0.$$

The two eigenvectors show how (g) depends on the perturbation. For $w=(1,-1)/\sqrt2$, with eigenvalue $1$, the response is $u=w$ and the condition is $\tau\le\varepsilon$. For $w=(1,1)/\sqrt2$, with eigenvalue $3$, it is $u=w/3$, and $\tau\le3\varepsilon$ is enough.

In the code, `key` writes the inner product in components, `c0` and `c1` give the components of $Ax$, and `nlinarith` receives the square $(x_0+x_1)^2$ as its hint.

```lean
/-- The model Hessian is symmetric and stable with constant `1`. -/
theorem modelHessian_witness : modelHessian.IsSymmetric ∧ IsStable modelHessian 1 := by
  have key : ∀ x y : EuclideanSpace ℝ (Fin 2),
      inner ℝ x y = x 0 * y 0 + x 1 * y 1 := by
    intro x y
    simp only [PiLp.inner_apply, Fin.sum_univ_two, RCLike.inner_apply, conj_trivial]
    ring
  have c0 : ∀ x, modelHessian x 0 = 2 * x 0 + x 1 := fun x => rfl
  have c1 : ∀ x, modelHessian x 1 = x 0 + 2 * x 1 := fun x => rfl
  refine ⟨fun x y => ?_, one_pos, fun x => ?_⟩
  · rw [key, key, c0, c1, c0, c1]
    ring
  · rw [← real_inner_self_eq_norm_sq, key, key, c0, c1]
    nlinarith [sq_nonneg (x 0 + x 1)]

end

end ZVectorGradient
```

```lean
#print axioms ZVectorGradient.gradient_error_le
#print axioms ZVectorGradient.gradient_error_sharp
#print axioms ZVectorGradient.gradient_threshold_iff
#print axioms ZVectorGradient.first_versus_second_order
```

```
'ZVectorGradient.gradient_error_le' depends on axioms: [propext, Classical.choice, Quot.sound]
'ZVectorGradient.gradient_error_sharp' depends on axioms: [propext, Classical.choice, Quot.sound]
'ZVectorGradient.gradient_threshold_iff' depends on axioms: [propext, Classical.choice, Quot.sound]
'ZVectorGradient.first_versus_second_order' depends on axioms: [propext, Classical.choice, Quot.sound]
```
